# Löwdin orbitals are the S-orthonormal set closest to given linearly independent orbitals

In an ultrasoft or projector augmented-wave calculation the orbitals solve a generalised eigenproblem $H\psi=\varepsilon S\psi$ and must be orthonormal with respect to the overlap $S$. An update step or an extrapolation usually spoils this. Many S-orthonormal sets could replace the spoiled one; which of them changes the orbitals least? The problems below answer this for a fixed, positive definite $S$ in a finite basis, with distance measured by $S$ itself.

The index type `n` labels basis functions and `m` labels orbitals; both are finite. An orbital set is a complex matrix $X$ with one orbital per column. Orthonormality of $Y$ means $Y^\dagger SY=1$, where $\dagger$ is the conjugate transpose, written `ᴴ` in Lean.

```lean
import Mathlib

open Matrix
open scoped ComplexOrder

namespace LoewdinOrthonormalisation

noncomputable section

variable {n m : Type*} [Fintype n] [Fintype m] [DecidableEq m]
```

The mutual overlaps of the orbitals form the Gram matrix $G=X^\dagger SX$.

```lean
/-- The Gram matrix `Xᴴ S X` of the orbitals in the columns of `X`, for the overlap `S`. -/
def gram (S : Matrix n n ℂ) (X : Matrix n m ℂ) : Matrix m m ℂ := Xᴴ * S * X
```

The size of an orbital set $A$ is $\|A\|_S^2=\operatorname{Re}\operatorname{tr}(A^\dagger SA)$. For Hermitian $S$ the trace is already real, so taking the real part loses nothing.

```lean
/-- The squared S-norm `tr (Aᴴ S A)` of a set of orbitals, taken as a real number. -/
def sNormSq (S : Matrix n n ℂ) (A : Matrix n m ℂ) : ℝ := (trace (Aᴴ * S * A)).re
```

For Hermitian $G=U\,\mathrm{diag}(\lambda_i)\,U^\dagger$ with $U$ unitary, put $f(G)=U\,\mathrm{diag}(f(\lambda_i))\,U^\dagger$. Roots of $G$ are therefore explicit matrices.

```lean
/-- The function `f` of a Hermitian matrix: same eigenvectors, with `f` applied to the
eigenvalues. -/
def spectral {G : Matrix m m ℂ} (hG : G.IsHermitian) (f : ℝ → ℝ) : Matrix m m ℂ :=
  (hG.eigenvectorUnitary : Matrix m m ℂ) * diagonal (fun i => (f (hG.eigenvalues i) : ℂ)) *
    star (hG.eigenvectorUnitary : Matrix m m ℂ)
```

## (a) Symmetry of the Gram matrix

Show that for Hermitian $S$
$$G^\dagger=G.$$

**Solution.** Reversing the factors gives $(X^\dagger SX)^\dagger=X^\dagger S^\dagger X=X^\dagger SX$. The Lean proof rewrites in the same way.

```lean
omit [Fintype m] [DecidableEq m] in
/-- The Gram matrix of a Hermitian overlap is Hermitian. -/
theorem gram_isHermitian {S : Matrix n n ℂ} (hS : S.IsHermitian) (X : Matrix n m ℂ) :
    (gram S X).IsHermitian := by
  change (Xᴴ * S * X)ᴴ = Xᴴ * S * X
  rw [conjTranspose_mul, conjTranspose_mul, conjTranspose_conjTranspose, hS.eq,
    Matrix.mul_assoc]
```

Part (a) allows functions of $G$ to be formed, and with them the Löwdin orbitals $L=XG^{-1/2}$. The definition asks only for Hermitian $S$; the theorems about $L$ add the conditions under which the inverse root is genuine.

```lean
/-- `X` times the function `t ↦ (√t)⁻¹` of its Gram matrix `G`. For positive definite `G` these are
the Loewdin orbitals `X G^(-1/2)`. -/
def loewdin {S : Matrix n n ℂ} (hS : S.IsHermitian) (X : Matrix n m ℂ) : Matrix n m ℂ :=
  X * spectral (gram_isHermitian hS X) (fun t => (Real.sqrt t)⁻¹)
```

## (b) Products of functions of one matrix

Let $f(\lambda_i)g(\lambda_i)=k(\lambda_i)$ for every eigenvalue. Show that
$$f(G)\,g(G)=k(G).$$

**Solution.** In $U\,\mathrm{diag}(f(\lambda_i))\,U^\dagger U\,\mathrm{diag}(g(\lambda_i))\,U^\dagger$ the middle product $U^\dagger U$ is 1, and the diagonal matrices multiply entry by entry. The `calc` block regroups the factors and then does this. The hypothesis concerns the eigenvalues only, which matters for roots: $\sqrt t\sqrt t=t$ needs $t\ge0$.

```lean
/-- Functions of one Hermitian matrix multiply eigenvalue by eigenvalue. -/
theorem spectral_mul {G : Matrix m m ℂ} (hG : G.IsHermitian) {f g k : ℝ → ℝ}
    (h : ∀ i, f (hG.eigenvalues i) * g (hG.eigenvalues i) = k (hG.eigenvalues i)) :
    spectral hG f * spectral hG g = spectral hG k := by
  have hU := mem_unitaryGroup_iff'.1 hG.eigenvectorUnitary.2
  unfold spectral
  generalize (hG.eigenvectorUnitary : Matrix m m ℂ) = U at hU ⊢
  calc _ = U * diagonal (fun i => (f (hG.eigenvalues i) : ℂ)) * (star U * U) *
        diagonal (fun i => (g (hG.eigenvalues i) : ℂ)) * star U := by
        simp only [Matrix.mul_assoc]
    _ = _ := by
        rw [hU, Matrix.mul_one, Matrix.mul_assoc U, diagonal_mul_diagonal]
        simp only [← Complex.ofReal_mul, h]
```

## (c) Two special functions

Show that the functions $t\mapsto t$ and $t\mapsto1$ give
$$U\,\mathrm{diag}(\lambda_i)\,U^\dagger=G,\qquad U\,1\,U^\dagger=1.$$

**Solution.** The first equation is the spectral theorem, the second is unitarity. Lean takes both from Mathlib.

```lean
/-- The identity function returns the matrix itself, and the constant 1 the unit matrix. -/
theorem spectral_id_one {G : Matrix m m ℂ} (hG : G.IsHermitian) :
    spectral hG (fun t => t) = G ∧ spectral hG (fun _ => 1) = 1 := by
  constructor
  · have h := hG.spectral_theorem
    rw [Unitary.conjStarAlgAut_apply] at h
    exact h.symm
  · have hU := mem_unitaryGroup_iff.1 hG.eigenvectorUnitary.2
    simp only [spectral, Complex.ofReal_one, diagonal_one, Matrix.mul_one]
    exact hU
```

## (d) Real functions and Hermiticity

Show that for real-valued $f$
$$f(G)^\dagger=f(G).$$

**Solution.** Taking the adjoint reverses the factors and conjugates the diagonal entries, which are real. The step `hd` treats the diagonal matrix, and the last line treats the product.

```lean
/-- A real function of a Hermitian matrix is Hermitian. -/
theorem spectral_conjTranspose {G : Matrix m m ℂ} (hG : G.IsHermitian) (f : ℝ → ℝ) :
    (spectral hG f)ᴴ = spectral hG f := by
  have hd : (diagonal (fun i => (f (hG.eigenvalues i) : ℂ)))ᴴ =
      diagonal (fun i => (f (hG.eigenvalues i) : ℂ)) := by
    rw [diagonal_conjTranspose]
    congr 1
    funext i
    exact Complex.conj_ofReal _
  simp only [spectral, star_eq_conjTranspose, conjTranspose_mul, conjTranspose_conjTranspose,
    hd, Matrix.mul_assoc]
```

## (e) The eigenvalues of the Gram matrix

Let $S$ be positive definite and the columns of $X$ linearly independent. Show that
$$\lambda_i>0\quad\text{for all }i.$$

The first condition says that every nonzero orbital $a$ in the basis has $a^\dagger Sa>0$; the second says that no orbital is a combination of the others.

**Solution.** Let $Gv=\lambda_iv$ with $v^\dagger v=1$. Independence gives $Xv\neq0$, so $\lambda_i=v^\dagger Gv=(Xv)^\dagger S(Xv)>0$. In Lean, independence becomes injectivity of $v\mapsto Xv$, which makes $G$ positive definite.

```lean
/-- Linearly independent orbitals have a Gram matrix with positive eigenvalues. -/
theorem gram_eigenvalues_pos {S : Matrix n n ℂ} (hS : S.PosDef) {X : Matrix n m ℂ}
    (hX : LinearIndependent ℂ X.col) (i : m) :
    0 < (gram_isHermitian hS.isHermitian X).eigenvalues i := by
  have hG : (gram S X).PosDef :=
    hS.conjTranspose_mul_mul_same (Matrix.mulVec_injective_iff.2 hX)
  exact hG.eigenvalues_pos i
```

## (f) Positivity of the distance

Show that for positive definite $S$ and $A\neq0$
$$\|A\|_S^2>0.$$

**Solution.** With $a_j$ the columns of $A$, the trace is $\sum_j a_j^\dagger Sa_j$. No term is negative, and at least one column is nonzero and contributes a positive term. These are the steps `hsum`, `hcol` and `Finset.sum_pos'`.

```lean
omit [DecidableEq m] in
/-- The squared S-norm of a nonzero set of orbitals is positive. -/
theorem sNormSq_pos {S : Matrix n n ℂ} (hS : S.PosDef) {A : Matrix n m ℂ} (hA : A ≠ 0) :
    0 < sNormSq S A := by
  -- the trace is a sum of one quadratic form per column
  have hsum : sNormSq S A =
      ∑ j, (star (fun i => A i j) ⬝ᵥ (S *ᵥ (fun i => A i j))).re := by
    unfold sNormSq
    rw [Matrix.mul_assoc]
    simp only [trace, diag_apply, Complex.re_sum]
    rfl
  have hcol : ∃ j, (fun i => A i j) ≠ 0 := by
    by_contra hc
    push Not at hc
    exact hA (by ext i j; exact congrFun (hc j) i)
  obtain ⟨j, hj⟩ := hcol
  rw [hsum]
  refine Finset.sum_pos' (fun k _ => ?_) ⟨j, Finset.mem_univ j, ?_⟩
  · exact (Complex.le_def.1 (hS.posSemidef.dotProduct_mulVec_nonneg _)).1
  · exact (Complex.lt_def.1 (hS.dotProduct_mulVec_pos hj)).1
```

## (g) Orthonormality of the Löwdin orbitals

Under the conditions of (e), show that
$$L^\dagger SL=1,\qquad LG^{1/2}=X.$$

**Solution.** By (b), (c) and (e), $G^{-1/2}G^{1/2}=1$ and $G^{1/2}G^{1/2}=G$. With (d),
$$L^\dagger SL=G^{-1/2}GG^{-1/2}=(G^{-1/2}G^{1/2})(G^{1/2}G^{-1/2})=1,$$
and $LG^{1/2}=XG^{-1/2}G^{1/2}=X$. In Lean, `P` stands for $G^{-1/2}$ and `R` for $G^{1/2}$; `hPR` and `hRR` are the two product rules.

```lean
/-- The Loewdin orbitals are S-orthonormal, and multiplying them by `G^(1/2)` gives back `X`. -/
theorem loewdin_spec {S : Matrix n n ℂ} (hS : S.PosDef) {X : Matrix n m ℂ}
    (hX : LinearIndependent ℂ X.col) :
    (loewdin hS.isHermitian X)ᴴ * S * loewdin hS.isHermitian X = 1 ∧
      loewdin hS.isHermitian X *
        spectral (gram_isHermitian hS.isHermitian X) Real.sqrt = X := by
  have hG := gram_isHermitian hS.isHermitian X
  have hpos := gram_eigenvalues_pos hS hX
  have hPR : spectral hG (fun t => (Real.sqrt t)⁻¹) * spectral hG Real.sqrt = 1 :=
    (spectral_mul hG (k := fun _ => 1) fun i =>
      inv_mul_cancel₀ (Real.sqrt_pos.2 (hpos i)).ne').trans (spectral_id_one hG).2
  have hRR : spectral hG Real.sqrt * spectral hG Real.sqrt = Xᴴ * S * X :=
    (spectral_mul hG (k := fun t => t) fun i =>
      Real.mul_self_sqrt (hpos i).le).trans (spectral_id_one hG).1
  have hP := spectral_conjTranspose hG (fun t => (Real.sqrt t)⁻¹)
  unfold loewdin
  generalize spectral hG (fun t => (Real.sqrt t)⁻¹) = P at hPR hP ⊢
  generalize spectral hG Real.sqrt = R at hPR hRR ⊢
  have hRP : R * P = 1 := mul_eq_one_comm.1 hPR
  constructor
  · calc (X * P)ᴴ * S * (X * P) = P * (Xᴴ * S * X) * P := by
          rw [conjTranspose_mul, hP]
          simp only [Matrix.mul_assoc]
      _ = (P * R) * (R * P) := by
          rw [← hRR]
          simp only [Matrix.mul_assoc]
      _ = 1 := by rw [hPR, hRP, Matrix.mul_one]
  · rw [Matrix.mul_assoc, hPR, Matrix.mul_one]
```

## (h) The excess distance of any other choice

Under the same conditions, let $Y^\dagger SY=1$. Show that
$$\|Y-X\|_S^2=\|L-X\|_S^2+\|(Y-L)G^{1/4}\|_S^2.$$

**Solution.** Write $R=G^{1/2}$ and $B=G^{1/4}$, so that $B^2=R$. From $X=LR$ and $L^\dagger SL=1$ follows $L^\dagger SX=X^\dagger SL=R$. Hence, with real parts understood,
$$\|Y-X\|_S^2=\operatorname{tr}(1+G)-\operatorname{tr}(Y^\dagger SX)-\operatorname{tr}(X^\dagger SY),$$
$$\|L-X\|_S^2=\operatorname{tr}(1+G)-2\operatorname{tr}R.$$
Cyclicity of the trace turns the last norm into
$$\operatorname{tr}\big((Y-L)^\dagger S(Y-L)R\big)=2\operatorname{tr}R-\operatorname{tr}(Y^\dagger SLR)-\operatorname{tr}(L^\dagger SYR).$$
Here $LR=X$, and $\operatorname{tr}(L^\dagger SYR)=\operatorname{tr}(RL^\dagger SY)=\operatorname{tr}(X^\dagger SY)$. This is exactly the difference of the two squared distances.

In Lean, `hexp` expands the squares, `h1` and `h2` are the overlaps with $X$, `h3` moves $B$ around the trace, and `h4` and `h5` convert the cross terms. Then `ring` compares the two sides.

```lean
/-- The squared distance from `X` to S-orthonormal orbitals `Y` is that of the Loewdin
orbitals plus the squared S-norm of `(Y - X G^(-1/2)) G^(1/4)`. -/
theorem loewdin_excess {S : Matrix n n ℂ} (hS : S.PosDef) {X Y : Matrix n m ℂ}
    (hX : LinearIndependent ℂ X.col) (hY : Yᴴ * S * Y = 1) :
    sNormSq S (Y - X) = sNormSq S (loewdin hS.isHermitian X - X) +
      sNormSq S ((Y - loewdin hS.isHermitian X) *
        spectral (gram_isHermitian hS.isHermitian X) (fun t => Real.sqrt (Real.sqrt t))) := by
  have hG := gram_isHermitian hS.isHermitian X
  obtain ⟨hL, hR⟩ := loewdin_spec hS hX
  have hB := spectral_conjTranspose hG (fun t => Real.sqrt (Real.sqrt t))
  have hRh := spectral_conjTranspose hG Real.sqrt
  have hBB : spectral hG (fun t => Real.sqrt (Real.sqrt t)) *
      spectral hG (fun t => Real.sqrt (Real.sqrt t)) = spectral hG Real.sqrt :=
    spectral_mul hG fun i => Real.mul_self_sqrt (Real.sqrt_nonneg _)
  generalize loewdin hS.isHermitian X = L at hL hR ⊢
  generalize spectral hG (fun t => Real.sqrt (Real.sqrt t)) = B at hB hBB ⊢
  generalize spectral hG Real.sqrt = R at hR hRh hBB
  have hexp : ∀ A C : Matrix n m ℂ, (A - C)ᴴ * S * (A - C) =
      Aᴴ * S * A - Aᴴ * S * C - Cᴴ * S * A + Cᴴ * S * C := by
    intro A C
    simp only [conjTranspose_sub, Matrix.sub_mul, Matrix.mul_sub]
    abel
  -- overlaps of the Loewdin orbitals with the original ones
  have h1 : Lᴴ * S * X = R := by
    rw [← hR, ← Matrix.mul_assoc, hL, Matrix.one_mul]
  have h2 : Xᴴ * S * L = R := by
    rw [← hR, conjTranspose_mul, hRh, Matrix.mul_assoc, Matrix.mul_assoc,
      ← Matrix.mul_assoc Lᴴ, hL, Matrix.mul_one]
  have h3 : trace (((Y - L) * B)ᴴ * S * ((Y - L) * B)) =
      trace ((Y - L)ᴴ * S * (Y - L) * R) := by
    have e : ((Y - L) * B)ᴴ * S * ((Y - L) * B) = B * ((Y - L)ᴴ * S * (Y - L) * B) := by
      rw [conjTranspose_mul, hB]
      simp only [Matrix.mul_assoc]
    rw [e, trace_mul_comm, Matrix.mul_assoc _ B B, hBB]
  have h4 : trace (Yᴴ * S * L * R) = trace (Yᴴ * S * X) := by
    rw [Matrix.mul_assoc, hR]
  have h5 : trace (Lᴴ * S * Y * R) = trace (Xᴴ * S * Y) := by
    rw [trace_mul_comm, ← hR, conjTranspose_mul, hRh]
    simp only [Matrix.mul_assoc]
  unfold sNormSq
  rw [← Complex.add_re, h3, hexp Y X, hexp L X, hexp Y L, hY, hL, h1, h2]
  congr 1
  simp only [Matrix.sub_mul, Matrix.add_mul, Matrix.one_mul, trace_sub, trace_add, h4, h5]
  ring
```

## (i) The closest orthonormal set

Under the conditions of (e), show that $L$ is S-orthonormal and that every $Y$ with $Y^\dagger SY=1$ satisfies
$$\|L-X\|_S^2\le\|Y-X\|_S^2,\quad\text{with equality if and only if }Y=L.$$

**Solution.** Orthonormality is (g). For $Y=L$ the rest is immediate. For $Y\neq L$, the matrix $(Y-L)G^{1/4}$ is nonzero, because multiplying it by $G^{-1/4}$ returns $Y-L$. By (f) the excess in (h) is then strictly positive.

Lean makes the same case distinction: `hinv` supplies the inverse, `hne` the nonzero matrix, and `linarith` combines (f) with (h). The competitors are all $Y$ with $Y^\dagger SY=1$, whether or not their columns lie in the span of the columns of $X$. The statement concerns this one distance and exact arithmetic. If the atoms have moved, $S$ is the overlap at their new positions, both in the constraint and in the distance.

```lean
/-- Among all S-orthonormal orbitals, the Loewdin orbitals are the unique ones at the smallest
squared S-distance from the linearly independent orbitals `X`. -/
theorem loewdin_optimal {S : Matrix n n ℂ} (hS : S.PosDef) {X : Matrix n m ℂ}
    (hX : LinearIndependent ℂ X.col) :
    (loewdin hS.isHermitian X)ᴴ * S * loewdin hS.isHermitian X = 1 ∧
      ∀ Y : Matrix n m ℂ, Yᴴ * S * Y = 1 →
        sNormSq S (loewdin hS.isHermitian X - X) ≤ sNormSq S (Y - X) ∧
        (sNormSq S (Y - X) = sNormSq S (loewdin hS.isHermitian X - X) ↔
          Y = loewdin hS.isHermitian X) := by
  refine ⟨(loewdin_spec hS hX).1, fun Y hY => ?_⟩
  by_cases h : Y = loewdin hS.isHermitian X
  · rw [← h]
    exact ⟨le_rfl, by simp⟩
  · have hG := gram_isHermitian hS.isHermitian X
    -- `G^(1/4)` is invertible, so the excess cannot vanish
    have hinv : spectral hG (fun t => Real.sqrt (Real.sqrt t)) *
        spectral hG (fun t => (Real.sqrt (Real.sqrt t))⁻¹) = 1 :=
      (spectral_mul hG (k := fun _ => 1) fun i => mul_inv_cancel₀
        (Real.sqrt_pos.2 (Real.sqrt_pos.2 (gram_eigenvalues_pos hS hX i))).ne').trans
        (spectral_id_one hG).2
    have hne : (Y - loewdin hS.isHermitian X) *
        spectral hG (fun t => Real.sqrt (Real.sqrt t)) ≠ 0 := by
      intro h0
      apply h
      rw [← sub_eq_zero, ← Matrix.mul_one (Y - loewdin hS.isHermitian X), ← hinv,
        ← Matrix.mul_assoc, h0, Matrix.zero_mul]
    have hp := sNormSq_pos hS hne
    have he := loewdin_excess hS hX hY
    exact ⟨by linarith, fun h' => by linarith, fun h' => absurd h' h⟩
```

## (j) The smallest distance

Under the same conditions, show that
$$\|L-X\|_S^2=\sum_i\big(\sqrt{\lambda_i}-1\big)^2.$$

**Solution.** Since $X=LR$, the difference is $L-X=L(1-R)$. With $L^\dagger SL=1$,
$$(L-X)^\dagger S(L-X)=(1-R)^2=1-2R+G.$$
The trace of $f(G)$ is $\sum_if(\lambda_i)$, by cyclicity and $U^\dagger U=1$. The sum is therefore $\sum_i(1-2\sqrt{\lambda_i}+\lambda_i)$, which is the claim. In the code `hmat` is the matrix identity and `htr` the trace rule; the final `linear_combination` completes the square for each $i$.

```lean
/-- The squared S-distance between `X` and its Loewdin orbitals is the sum of
`(√g - 1)²` over the eigenvalues `g` of the Gram matrix. -/
theorem loewdin_distance {S : Matrix n n ℂ} (hS : S.PosDef) {X : Matrix n m ℂ}
    (hX : LinearIndependent ℂ X.col) :
    sNormSq S (loewdin hS.isHermitian X - X) =
      ∑ i, (Real.sqrt ((gram_isHermitian hS.isHermitian X).eigenvalues i) - 1) ^ 2 := by
  have hG := gram_isHermitian hS.isHermitian X
  obtain ⟨hL, hR⟩ := loewdin_spec hS hX
  have hRh := spectral_conjTranspose hG Real.sqrt
  have htr : ∀ f : ℝ → ℝ, (trace (spectral hG f)).re = ∑ i, f (hG.eigenvalues i) := by
    intro f
    have hU := mem_unitaryGroup_iff'.1 hG.eigenvectorUnitary.2
    unfold spectral
    rw [trace_mul_comm, ← Matrix.mul_assoc, hU, Matrix.one_mul, trace_diagonal,
      Complex.re_sum]
    simp only [Complex.ofReal_re]
  -- the difference is `L (1 - G^(1/2))`, with `L` S-orthonormal
  have hRR : spectral hG Real.sqrt * spectral hG Real.sqrt = spectral hG (fun t => t) :=
    spectral_mul hG fun i => Real.mul_self_sqrt (gram_eigenvalues_pos hS hX i).le
  have hmat : (loewdin hS.isHermitian X - X)ᴴ * S * (loewdin hS.isHermitian X - X) =
      spectral hG (fun _ => 1) - spectral hG Real.sqrt - spectral hG Real.sqrt +
        spectral hG (fun t => t) := by
    have hd : loewdin hS.isHermitian X - X =
        loewdin hS.isHermitian X * (1 - spectral hG Real.sqrt) := by
      rw [Matrix.mul_sub, Matrix.mul_one, hR]
    rw [hd, ← hRR, (spectral_id_one hG).2]
    generalize loewdin hS.isHermitian X = L at hL ⊢
    generalize spectral hG Real.sqrt = R at hRh ⊢
    calc (L * (1 - R))ᴴ * S * (L * (1 - R)) = (1 - R) * (Lᴴ * S * L) * (1 - R) := by
          rw [conjTranspose_mul, conjTranspose_sub, conjTranspose_one, hRh]
          simp only [Matrix.mul_assoc]
      _ = 1 - R - R + R * R := by
          rw [hL]
          noncomm_ring
  unfold sNormSq
  rw [hmat, trace_add, trace_sub, trace_sub, Complex.add_re, Complex.sub_re, Complex.sub_re,
    htr, htr, htr, ← Finset.sum_sub_distrib, ← Finset.sum_sub_distrib,
    ← Finset.sum_add_distrib]
  refine Finset.sum_congr rfl fun i _ => ?_
  have hs := Real.mul_self_sqrt (gram_eigenvalues_pos hS hX i).le
  linear_combination -hs

end

end LoewdinOrthonormalisation
```

```lean
#print axioms LoewdinOrthonormalisation.loewdin_optimal
-- 'LoewdinOrthonormalisation.loewdin_optimal' depends on axioms: [propext, Classical.choice, Quot.sound]
#print axioms LoewdinOrthonormalisation.loewdin_distance
-- 'LoewdinOrthonormalisation.loewdin_distance' depends on axioms: [propext, Classical.choice, Quot.sound]
```
